# The coefficients contributed by a nonreal conjugate pair of simple poles change sign infinitely often

Let $w$ be a nonreal complex number, $c$ a nonzero complex number, and $a_n=\mathrm{Re}(c\,w^n)$ for $n=0,1,2,\dots$ Then $a_n>0$ for infinitely many $n$ and $a_n<0$ for infinitely many $n$. The same holds for $a_n+e_n$ if the real remainder $e_n$ is negligible against $|w|^n$ at high order.

In a perturbation series, $n$ is the order in the coupling $z$. If one conjugate pair of simple poles dominates the high orders, a run of corrections with the same sign must eventually end, however long it is. Simple poles are a simplified model: the Møller–Plesset energy in a finite basis can have branch points but no poles. That case is discussed after the first theorem.

## The coefficients and their poles

```lean
import Mathlib

open Filter Asymptotics ComplexConjugate

namespace PerturbationSeriesSigns

noncomputable section

/-- The real number `Re (c w ^ n)`. For nonreal `w` and `c ≠ 0` it is the order-`n` coefficient
contributed to a real power series by a conjugate pair of simple poles. -/
def pairTerm (c w : ℂ) (n : ℕ) : ℝ := (c * w ^ n).re
```

The definition introduces $a_n$ under the name `pairTerm c w n`. The types say that $c$ and $w$ are complex (`ℂ`), $n$ is a natural number starting from zero (`ℕ`), and the result is real (`ℝ`). The suffix `.re` takes the real part.

```lean
/-- For `|w z| < 1`, the power series in `z` with coefficients `pairTerm c w n` sums to
`(c / 2) / (1 - w z) + (conj c / 2) / (1 - conj w z)`. -/
theorem hasSum_polePair (c w z : ℂ) (h : ‖w * z‖ < 1) :
    HasSum (fun n => (pairTerm c w n : ℂ) * z ^ n)
      (c / 2 / (1 - w * z) + conj c / 2 / (1 - conj w * z)) := by
  have h' : ‖conj w * z‖ < 1 := by
    rw [norm_mul, Complex.norm_conj, ← norm_mul]
    exact h
  have hs := ((hasSum_geometric_of_norm_lt_one h).mul_left (c / 2)).add
    ((hasSum_geometric_of_norm_lt_one h').mul_left (conj c / 2))
  -- the real part is half the sum of the two conjugate contributions
  have hf : (fun n => (pairTerm c w n : ℂ) * z ^ n) =
      fun n => c / 2 * (w * z) ^ n + conj c / 2 * (conj w * z) ^ n := by
    funext n
    rw [pairTerm, Complex.re_eq_add_conj, map_mul, map_pow, mul_pow, mul_pow]
    ring
  rw [hf, div_eq_mul_inv (c / 2), div_eq_mul_inv (conj c / 2)]
  exact hs
```

In the Lean theorems here, the variables and hypotheses stand in brackets before the first colon that is outside all brackets, the claim follows that colon, and the proof comes after `:= by`. Here the hypothesis `h` is $|wz|<1$, and `HasSum` says that the series converges to the given value:

$$\sum_{n=0}^\infty a_n z^n=\frac{c/2}{1-wz}+\frac{\bar c/2}{1-\bar w z}.$$

For nonreal $w$ and $c\neq0$, the right-hand side has simple poles at $1/w$ and $1/\bar w$. The Møller–Plesset energy in a finite basis has no such poles, because it is an eigenvalue of a matrix $H_0+zV$ and stays bounded for bounded $z$. Its singularities are branch points. Suppose that the singularities closest to the origin are a single conjugate pair at $1/w$ and $1/\bar w$, where the energy behaves as a constant plus a nonzero multiple of $\sqrt{1-wz}$ or $\sqrt{1-\bar wz}$, respectively. Then the coefficients for $n\ge1$ have the form $n^{-3/2}\left(\mathrm{Re}(c\,w^n)+e_n\right)$ with some $c\neq0$ and a remainder $e_n$ that is negligible against $|w|^n$. This is a standard asymptotic result, which is not proved here. The positive factor $n^{-3/2}$ does not affect the sign, so the theorem with a remainder below applies to this case as well.

By hand, write the real part as half the sum of a number and its conjugate,

$$a_n=\tfrac12\left(c\,w^n+\bar c\,\bar w^n\right),$$

multiply by $z^n$, and sum two geometric series. Both converge, since $|\bar w z|=|wz|<1$. In the proof, `hs` adds the two geometric series and `hf` shows that their terms add up to $a_nz^n$.

## Both signs within a window of bounded length

```lean
/-- Sums of consecutive powers of a unit phase `u ≠ 1`, times an amplitude `a`, are bounded
independently of the number of terms. -/
theorem phase_sum_bound (a u : ℂ) (hu : ‖u‖ = 1) (h1 : u ≠ 1) (N K : ℕ) :
    ‖∑ k ∈ Finset.range K, a * u ^ (N + k)‖ ≤ ‖a‖ * (2 / ‖u - 1‖) := by
  have hsum : ∑ k ∈ Finset.range K, a * u ^ (N + k) =
      a * u ^ N * ((u ^ K - 1) / (u - 1)) := by
    rw [← geom_sum_eq h1, Finset.mul_sum]
    refine Finset.sum_congr rfl fun k _ => ?_
    rw [pow_add]
    ring
  have h2 : ‖u ^ K - 1‖ ≤ 2 := by
    have h := norm_sub_le (u ^ K) 1
    rw [norm_pow, hu, one_pow, norm_one] at h
    linarith
  rw [hsum, norm_mul, norm_mul, norm_pow, hu, one_pow, mul_one, norm_div]
  gcongr
```

Let $u$ be a phase factor, $|u|=1$, with $u\neq1$, and let $a$ be any complex amplitude. The sum runs over $K$ consecutive powers starting at order $N$, because `Finset.range K` contains $0,\dots,K-1$. The geometric sum formula gives

$$\sum_{k=0}^{K-1}a\,u^{N+k}=a\,u^N\,\frac{u^K-1}{u-1}.$$

Since $|u^N|=1$ and $|u^K-1|\le2$, its modulus is at most $2|a|/|u-1|$, however long the sum is. The steps `hsum` and `h2` are these two facts, and `gcongr` inserts the second into the quotient.

```lean
/-- For a unit phase `u` other than `1` and `-1` there is a window length such that, whatever the
initial phase `a`, every such window contains an order where `Re (a u ^ n) ≤ -1/4`. -/
theorem unit_phase_window (u : ℂ) (hu : ‖u‖ = 1) (hu2 : u ^ 2 ≠ 1) :
    ∃ K : ℕ, ∀ a : ℂ, ‖a‖ = 1 → ∀ N : ℕ,
      ∃ n, N ≤ n ∧ n < N + K ∧ (a * u ^ n).re ≤ -1 / 4 := by
  have hu1 : u ≠ 1 := fun h => hu2 (by rw [h, one_pow])
  have huu : ‖u ^ 2‖ = 1 := by rw [norm_pow, hu, one_pow]
  obtain ⟨K, hK⟩ := exists_nat_gt (3 * (2 / ‖u - 1‖) + 2 * (2 / ‖u ^ 2 - 1‖))
  refine ⟨K, fun a ha N => ?_⟩
  by_contra! h
  -- a unit number that is not clearly negative obeys a linear inequality in `z` and `z ^ 2`
  have key : ∀ z : ℂ, ‖z‖ = 1 → -1 / 4 < z.re →
      (1 / 4 : ℝ) ≤ 3 / 4 * z.re - 1 / 2 * (z ^ 2).re := by
    intro z hz hlow
    have hn := Complex.sq_norm z
    rw [hz, Complex.normSq_apply] at hn
    have hup := Complex.re_le_norm z
    rw [hz] at hup
    have h2 : (z ^ 2).re = z.re * z.re - z.im * z.im := by rw [pow_two, Complex.mul_re]
    have hprod : 0 ≤ (z.re + 1 / 4) * (1 - z.re) :=
      mul_nonneg (by linarith) (by linarith)
    rw [h2]
    nlinarith
  have hp : ∀ k ∈ Finset.range K, (1 / 4 : ℝ) ≤
      3 / 4 * (a * u ^ (N + k)).re - 1 / 2 * (a ^ 2 * (u ^ 2) ^ (N + k)).re := by
    intro k hk
    have hk' := Finset.mem_range.mp hk
    have hsq : a ^ 2 * (u ^ 2) ^ (N + k) = (a * u ^ (N + k)) ^ 2 := by ring
    rw [hsq]
    refine key _ ?_ (h (N + k) (by omega) (by omega))
    rw [norm_mul, norm_pow, ha, hu, one_pow, one_mul]
  -- summed over the window, this contradicts the bounded phase sums
  have hs := Finset.sum_le_sum hp
  simp only [Finset.sum_const, Finset.card_range, nsmul_eq_mul, Finset.sum_sub_distrib,
    ← Finset.mul_sum] at hs
  have b1 := (Complex.re_le_norm _).trans (phase_sum_bound a u hu hu1 N K)
  have b2 := (abs_le.mp ((Complex.abs_re_le_norm _).trans
    (phase_sum_bound (a ^ 2) (u ^ 2) huu hu2 N K))).1
  rw [Complex.re_sum, ha, one_mul] at b1
  rw [Complex.re_sum, norm_pow, ha, one_pow, one_mul] at b2
  linarith
```

Now $u$ is a phase factor with $u^2\neq1$, so it is neither $1$ nor $-1$. The theorem says that there is a length $K$ such that, for every initial phase $a$ with $|a|=1$ and every starting order $N$, some $n$ with $N\le n<N+K$ satisfies $\mathrm{Re}(a\,u^n)\le-\tfrac14$. The order of the quantifiers matters: `∃ K` comes before `∀ a` and `∀ N`, so one $K$ serves all of them.

By hand, set $B_1=2/|u-1|$ and $B_2=2/|u^2-1|$, and choose an integer $K>3B_1+2B_2$. Suppose that some window of length $K$ contains no such order. Then every $z=a\,u^n$ in it has $|z|=1$ and $x=\mathrm{Re}\,z>-\tfrac14$. Since also $x\le1$,

$$0\le\left(x+\tfrac14\right)(1-x)=\tfrac34x-x^2+\tfrac14.$$

On the unit circle $\mathrm{Re}\,z^2=2x^2-1$, that is, $x^2=\tfrac12\mathrm{Re}\,z^2+\tfrac12$. Substitution gives

$$\tfrac14\le\tfrac34\,\mathrm{Re}\,z-\tfrac12\,\mathrm{Re}\,z^2.$$

Sum this over the window. The numbers $z$ are $a\,u^n$ and their squares are $a^2(u^2)^n$, so the previous theorem bounds the two sums by $B_1$ and $B_2$ in modulus. Hence

$$\frac K4\le\frac34B_1+\frac12B_2,$$

or $K\le3B_1+2B_2$, which contradicts the choice of $K$.

The Lean proof has the same order. The tactic `by_contra!` assumes the opposite, `key` is the inequality for a single $z$, `hp` applies it at each order in the window, and `hs` sums it. The bounds on the two sums are `b1` and `b2`, and `linarith` derives the contradiction from these linear inequalities.

```lean
/-- For nonreal `w` there is a window length, the same for all `c ≠ 0`, such that every such window
of orders has a negative and a positive term, each of size at least `|c| |w| ^ n / 4`. -/
theorem sign_window (w : ℂ) (hw : w.im ≠ 0) :
    ∃ K : ℕ, ∀ c : ℂ, c ≠ 0 → ∀ N : ℕ,
      (∃ n, N ≤ n ∧ n < N + K ∧ pairTerm c w n ≤ -(‖c‖ * ‖w‖ ^ n / 4)) ∧
      (∃ n, N ≤ n ∧ n < N + K ∧ ‖c‖ * ‖w‖ ^ n / 4 ≤ pairTerm c w n) := by
  have hw0 : w ≠ 0 := by
    rintro rfl
    simp at hw
  have hr : 0 < ‖w‖ := norm_pos_iff.mpr hw0
  have hrC : (‖w‖ : ℂ) ≠ 0 := by exact_mod_cast hr.ne'
  have hunit : ∀ z : ℂ, z ≠ 0 → ‖z / (‖z‖ : ℂ)‖ = 1 := by
    intro z hz
    rw [norm_div, Complex.norm_real, norm_norm, div_self (norm_ne_zero_iff.mpr hz)]
  -- the phase of a nonreal number is neither `1` nor `-1`
  have hu2 : (w / (‖w‖ : ℂ)) ^ 2 ≠ 1 := by
    intro h
    have hfac : (w / (‖w‖ : ℂ) - 1) * (w / (‖w‖ : ℂ) + 1) = 0 := by
      linear_combination h
    rcases mul_eq_zero.mp hfac with h | h
    · have h' := (div_eq_iff hrC).mp (sub_eq_zero.mp h)
      exact hw (by simpa using congrArg Complex.im h')
    · have h' := (div_eq_iff hrC).mp (eq_neg_of_add_eq_zero_left h)
      exact hw (by simpa using congrArg Complex.im h')
  obtain ⟨K, hK⟩ := unit_phase_window _ (hunit w hw0) hu2
  have neg : ∀ c : ℂ, c ≠ 0 → ∀ N : ℕ,
      ∃ n, N ≤ n ∧ n < N + K ∧ pairTerm c w n ≤ -(‖c‖ * ‖w‖ ^ n / 4) := by
    intro c hc N
    obtain ⟨n, h1, h2, h3⟩ := hK _ (hunit c hc) N
    refine ⟨n, h1, h2, ?_⟩
    have hcC : (‖c‖ : ℂ) ≠ 0 := by exact_mod_cast norm_ne_zero_iff.mpr hc
    have hsplit : c * w ^ n = ((‖c‖ * ‖w‖ ^ n : ℝ) : ℂ) *
        (c / (‖c‖ : ℂ) * (w / (‖w‖ : ℂ)) ^ n) := by
      push_cast
      rw [div_pow]
      field_simp
    have hp : 0 ≤ ‖c‖ * ‖w‖ ^ n := by positivity
    have hm := mul_le_mul_of_nonneg_left h3 hp
    rw [pairTerm, hsplit, Complex.re_ofReal_mul]
    linarith
  -- the positive terms for `c` are the negative terms for `-c`
  refine ⟨K, fun c hc N => ⟨neg c hc N, ?_⟩⟩
  obtain ⟨n, h1, h2, h3⟩ := neg (-c) (neg_ne_zero.mpr hc) N
  refine ⟨n, h1, h2, ?_⟩
  have hneg : pairTerm (-c) w n = -pairTerm c w n := by
    simp only [pairTerm, neg_mul, Complex.neg_re]
  rw [hneg, norm_neg] at h3
  linarith
```

The hypothesis `w.im ≠ 0` says that $w$ is nonreal. The conclusion gives a window length $K$, depending on $w$ but not on $c$ or $N$, such that every window $N\le n<N+K$ contains one order with

$$a_n\le-\tfrac14|c||w|^n$$

and another with

$$a_n\ge\tfrac14|c||w|^n.$$

Thus the terms of either sign recur with a size comparable to the full amplitude $|c||w|^n$.

By hand, split off the moduli: $w=|w|u$ and $c=|c|a$ with $|u|=|a|=1$. Then

$$a_n=|c||w|^n\,\mathrm{Re}(a\,u^n).$$

If $u$ were $1$ or $-1$, $w$ would be real, so $u^2\neq1$ and the previous theorem supplies the negative term. Replacing $c$ by $-c$ reverses the sign of every $a_n$ and leaves $|c|$ unchanged, so the negative term for $-c$ is the positive term for $c$.

In the code, `hu2` establishes $u^2\neq1$, `hsplit` is the factorisation into modulus and phase, and `neg` is the statement about negative terms. It is proved for every nonzero $c$ so that it can be applied to `-c` at the end.

## Infinitely many terms of each sign

```lean
/-- If `w` is nonreal, `c ≠ 0` and the remaining contributions `e n` are negligible against
`|w| ^ n` at high order, the full coefficients take each strict sign infinitely often. -/
theorem signs_with_remainder (c w : ℂ) (hc : c ≠ 0) (hw : w.im ≠ 0) (e : ℕ → ℝ)
    (he : e =o[atTop] fun n => ‖w‖ ^ n) :
    {n | 0 < pairTerm c w n + e n}.Infinite ∧ {n | pairTerm c w n + e n < 0}.Infinite := by
  obtain ⟨K, hK⟩ := sign_window w hw
  have hcpos : 0 < ‖c‖ := norm_pos_iff.mpr hc
  have hwpos : 0 < ‖w‖ := norm_pos_iff.mpr (by rintro rfl; simp at hw)
  obtain ⟨M, hM⟩ := eventually_atTop.mp (he.def (show 0 < ‖c‖ / 8 by positivity))
  -- beyond order `M` the remainder is below the guaranteed amplitude
  have hsmall : ∀ n, M ≤ n → |e n| < ‖c‖ * ‖w‖ ^ n / 4 := by
    intro n hn
    have h := hM n hn
    simp only [Real.norm_eq_abs, abs_pow, abs_norm] at h
    have hp : 0 < ‖c‖ * ‖w‖ ^ n := by positivity
    linarith
  constructor
  · refine Set.infinite_of_forall_exists_gt fun N => ?_
    obtain ⟨-, n, h1, -, h3⟩ := hK c hc (max M (N + 1))
    have h4 := abs_lt.mp (hsmall n (by omega))
    refine ⟨n, ?_, by omega⟩
    show 0 < pairTerm c w n + e n
    linarith [h4.1]
  · refine Set.infinite_of_forall_exists_gt fun N => ?_
    obtain ⟨⟨n, h1, -, h3⟩, -⟩ := hK c hc (max M (N + 1))
    have h4 := abs_lt.mp (hsmall n (by omega))
    refine ⟨n, ?_, by omega⟩
    show pairTerm c w n + e n < 0
    linarith [h4.2]
```

The expression `e =o[atTop] fun n => ‖w‖ ^ n` is the usual $e_n=o(|w|^n)$: for every $\varepsilon>0$, $|e_n|\le\varepsilon|w|^n$ from some order on. Physically, $e_n$ may stand for simple poles farther from the origin, whose coefficients grow more slowly or decay faster than $|w|^n$. The condition $e_n=o(|w|^n)$ is assumed here and has to be justified for the series at hand. The conclusion is that two sets of orders are infinite, those with $a_n+e_n>0$ and those with $a_n+e_n<0$.

By hand, take $\varepsilon=|c|/8$. From some order $M$ on,

$$|e_n|\le\tfrac18|c||w|^n<\tfrac14|c||w|^n.$$

Given any $N$, consider the window that starts at $\max(M,N+1)$. It contains an order with $a_n\ge\tfrac14|c||w|^n$, where the remainder is too small to change the sign, and likewise an order with $a_n\le-\tfrac14|c||w|^n$. Both orders exceed $N$. As $N$ was arbitrary, each sign occurs infinitely often.

The step `hsmall` is the estimate for the remainder, and `Set.infinite_of_forall_exists_gt` is the principle that a set of natural numbers is infinite if it has an element above every $N$.

```lean
/-- For nonreal `w` and `c ≠ 0`, the contribution `Re (c w ^ n)` of a conjugate pair is strictly
positive at infinitely many orders and strictly negative at infinitely many orders. -/
theorem signs_never_settle (c w : ℂ) (hc : c ≠ 0) (hw : w.im ≠ 0) :
    {n | 0 < pairTerm c w n}.Infinite ∧ {n | pairTerm c w n < 0}.Infinite := by
  have h := signs_with_remainder c w hc hw (fun _ => 0) (isLittleO_zero _ _)
  simpa only [add_zero] using h
```

This is the statement for the pole pair alone, obtained by setting $e_n=0$ for all $n$.

Small examples show what the hypotheses do:

- With $c=0$, every $a_n$ is zero, and neither strict sign occurs.
- With $w=1$ and $c=1$, every $a_n$ equals $1$. It is therefore not enough to require $w\neq0$ in place of $w$ nonreal.
- With $w=i$, $c=1$ and $e_n=1$, the sums $a_n+e_n$ run through $2,1,0,1$ periodically and are never negative. In the theorem with a remainder, it is therefore not enough that $|e_n|$ is bounded by a constant multiple of $|w|^n$.

## A positive start of any prescribed length

```lean
/-- For every order `M`, the nonreal number `w = exp (i / (M + 1))` with `c = 1` gives strictly
positive terms at all orders up to `M`. -/
theorem low_orders_one_sign (M : ℕ) :
    (Complex.exp (((1 / (M + 1) : ℝ) : ℂ) * Complex.I)).im ≠ 0 ∧
    ∀ n ≤ M, 0 < pairTerm 1 (Complex.exp (((1 / (M + 1) : ℝ) : ℂ) * Complex.I)) n := by
  have hM : (0 : ℝ) < M + 1 := by positivity
  have hpi := Real.pi_gt_three
  constructor
  · rw [Complex.exp_ofReal_mul_I_im]
    have hle : (1 / (M + 1) : ℝ) ≤ 1 := by
      rw [div_le_iff₀ hM]
      linarith [Nat.cast_nonneg (α := ℝ) M]
    exact (Real.sin_pos_of_pos_of_lt_pi (by positivity) (by linarith)).ne'
  · intro n hn
    have hn' : (n : ℝ) ≤ M := by exact_mod_cast hn
    have hle : (n : ℝ) * (1 / (M + 1)) ≤ 1 := by
      rw [mul_one_div, div_le_iff₀ hM]
      linarith
    have h0 : 0 ≤ (n : ℝ) * (1 / (M + 1)) := by positivity
    have harg : (n : ℂ) * (((1 / (M + 1) : ℝ) : ℂ) * Complex.I) =
        (((n : ℝ) * (1 / (M + 1)) : ℝ) : ℂ) * Complex.I := by
      push_cast
      ring
    -- the accumulated phase stays below a quarter turn
    rw [pairTerm, one_mul, ← Complex.exp_nat_mul, harg, Complex.exp_ofReal_mul_I_re]
    exact Real.cos_pos_of_mem_Ioo ⟨by linarith, by linarith⟩

end

end PerturbationSeriesSigns
```

For each order $M$, the theorem gives an explicit nonreal number, $w=e^{i/(M+1)}$, for which $c=1$ yields $a_n>0$ at all orders $n=0,\dots,M$. The first part of the conclusion says that $w$ is nonreal, the second that these terms are positive.

By hand, $\mathrm{Im}\,w=\sin\frac1{M+1}$ is positive because $0<\frac1{M+1}\le1<\pi$. Moreover,

$$a_n=\mathrm{Re}\,e^{in/(M+1)}=\cos\frac{n}{M+1}.$$

For $n\le M$ the angle lies between $0$ and $1$, which is less than $\pi/2$, so the cosine is positive. In Lean, `harg` collects the phase of $w^n$ into a single angle, `hle` bounds it by $1$, and `hpi` supplies $\pi>3$.

By the preceding theorem, the same coefficients are nevertheless negative at infinitely many later orders. It also follows that the window length $K$ found earlier has to depend on $w$: the closer the phase of $w$ is to zero, the longer the first run of positive terms can be.

```lean
#print axioms PerturbationSeriesSigns.hasSum_polePair
#print axioms PerturbationSeriesSigns.signs_with_remainder
#print axioms PerturbationSeriesSigns.signs_never_settle
#print axioms PerturbationSeriesSigns.low_orders_one_sign
```

```
'PerturbationSeriesSigns.hasSum_polePair' depends on axioms: [propext, Classical.choice, Quot.sound]
'PerturbationSeriesSigns.signs_with_remainder' depends on axioms: [propext, Classical.choice, Quot.sound]
'PerturbationSeriesSigns.signs_never_settle' depends on axioms: [propext, Classical.choice, Quot.sound]
'PerturbationSeriesSigns.low_orders_one_sign' depends on axioms: [propext, Classical.choice, Quot.sound]
```
